# For a fixed gradient, noise in a positive definite metric never lowers the mean first-order gain of a stochastic reconfiguration step

Suppose that a variational Monte Carlo run is divided into blocks, and each block gives its own estimate of the overlap matrix S of the parameter derivatives. To predict to first order how much the next reconfiguration step will lower the energy, you can compute a gain from each block and average the gains, or average the matrices first and compute one gain. If every block matrix is positive definite and the same energy gradient g and the same positive time step are used throughout, the first number is never smaller than the second. The difference between them, the first minus the second, is called the bias here. It has an exact formula, given below for any finite set of outcomes with given probabilities.

```lean
import Mathlib

open Matrix

namespace ReconfigurationMetricNoise

noncomputable section

variable {n Ω : Type*} [Fintype n] [DecidableEq n] [Fintype Ω]
```

Two index types are declared here. The elements of `n` label the real variational parameters, and the elements of `Ω` label the possible outcomes of the sampling. One outcome ω is a whole estimate of the metric, such as the result of one block, and not a single electron configuration. Both types are finite.

A vector of parameters has the type `n → ℝ`, one real number for each label, and a metric has the type `Matrix n n ℝ`. In the code `*ᵥ` is a matrix acting on a vector, `⬝ᵥ` is the dot product, written ⟨a, b⟩ in the text, and `•` is multiplication by a number.

## The step and its predicted gain

```lean
/-- The stochastic reconfiguration step `-τ S⁻¹ g` for time step `τ`, invertible metric `S`
and energy gradient `g`. -/
def srStep (τ : ℝ) (S : Matrix n n ℝ) (g : n → ℝ) : n → ℝ := -(τ • (S⁻¹ *ᵥ g))
```

This is the reconfiguration step

p = −τ S⁻¹ g,

with time step τ and energy gradient g. Numerical factors that some conventions place in front of the gradient can be absorbed into τ. Lean assigns a value to `S⁻¹` even when S is singular, but the results about the bias assume positive definite metrics, for which it is the true inverse.

```lean
/-- The predicted energy gain: minus the first-order energy change `⟨g, p⟩` along the
reconfiguration step `p`, for an invertible metric `S`. -/
def predictedGain (τ : ℝ) (S : Matrix n n ℝ) (g : n → ℝ) : ℝ := -(g ⬝ᵥ srStep τ S g)
```

To first order the energy changes by ⟨g, p⟩ along the step. The predicted gain G(S) is minus this change, so a positive gain means a lower energy:

G(S) = −⟨g, p⟩.

```lean
/-- The weighted sum of the matrices `S ω` with weights `w ω`. It is the mean of the random metric
`S` when the weights are probabilities. -/
def meanMetric (w : Ω → ℝ) (S : Ω → Matrix n n ℝ) : Matrix n n ℝ := ∑ ω, w ω • S ω
```

Outcome ω has the weight w_ω and gives the metric S_ω. The mean metric is

S̄ = ∑_ω w_ω S_ω.

The definition accepts any real weights. The theorems on the positive definiteness of the mean and on the bias require them to be non-negative and to sum to one, which makes them probabilities. S̄ is the mean of the estimates, and it agrees with the exact overlap matrix of the wave function only if the estimator is unbiased.

```lean
/-- The predicted gain is the time step times the quadratic form of the inverse metric
in the gradient. -/
theorem predictedGain_eq (τ : ℝ) (S : Matrix n n ℝ) (g : n → ℝ) :
    predictedGain τ S g = τ * (g ⬝ᵥ S⁻¹ *ᵥ g) := by
  simp [predictedGain, srStep, dotProduct_neg, dotProduct_smul]
```

Inserting the step into the gain cancels the two minus signs:

G(S) = τ ⟨g, S⁻¹g⟩.

The `simp` call unfolds both definitions and moves the sign and the factor τ out of the dot product.

## Averaging the metric

```lean
omit [DecidableEq n] in
/-- The squared length of a parameter change in the mean metric is the mean of its squared
lengths in the sampled metrics. -/
theorem meanMetric_quadratic (w : Ω → ℝ) (S : Ω → Matrix n n ℝ) (x : n → ℝ) :
    x ⬝ᵥ meanMetric w S *ᵥ x = ∑ ω, w ω * (x ⬝ᵥ S ω *ᵥ x) := by
  simp [meanMetric, Matrix.sum_mulVec, dotProduct_sum, Matrix.smul_mulVec, dotProduct_smul]
```

For a fixed vector x, the squared length ⟨x, Sx⟩ is linear in S, so it can be averaged term by term:

⟨x, S̄x⟩ = ∑_ω w_ω ⟨x, S_ω x⟩.

The inverse is not linear in S, and this is where the bias comes from.

```lean
omit [DecidableEq n] in
/-- The mean of positive definite metrics over a finite probability space is positive
definite. -/
theorem meanMetric_posDef {w : Ω → ℝ} {S : Ω → Matrix n n ℝ} (hw : ∀ ω, 0 ≤ w ω)
    (h1 : ∑ ω, w ω = 1) (hS : ∀ ω, (S ω).PosDef) : (meanMetric w S).PosDef := by
  refine Matrix.posDef_iff_dotProduct_mulVec.mpr ⟨?_, fun x hx => ?_⟩
  · change (∑ ω, w ω • S ω)ᴴ = ∑ ω, w ω • S ω
    rw [Matrix.conjTranspose_sum]
    refine Finset.sum_congr rfl fun ω _ => ?_
    rw [Matrix.conjTranspose_smul, star_trivial, (hS ω).isHermitian.eq]
  · have hpos : ∀ ω, 0 < x ⬝ᵥ S ω *ᵥ x := fun ω => by
      have h := (hS ω).dotProduct_mulVec_pos hx
      rwa [star_trivial] at h
    -- some outcome has positive probability
    obtain ⟨ω, hω⟩ : ∃ ω, 0 < w ω := by
      by_contra hcon
      have hle : ∑ ω, w ω ≤ 0 :=
        Finset.sum_nonpos fun ω _ => not_lt.mp fun h => hcon ⟨ω, h⟩
      linarith
    rw [star_trivial, meanMetric_quadratic]
    exact Finset.sum_pos' (fun ω _ => mul_nonneg (hw ω) (hpos ω).le)
      ⟨ω, Finset.mem_univ ω, mul_pos hω (hpos ω)⟩
```

The hypotheses appear here in the form that the theorems on the bias use. `hw` says that no weight is negative, `h1` that the weights sum to one, and `hS` that every S_ω is positive definite. In Lean, `PosDef` includes symmetry for a real matrix. Physically, positive definiteness says that every nonzero parameter change has a positive length in the sampled metric, so no direction is redundant in that sample. A sample with too few configurations can violate this. Adding the same positive multiple of the identity to every positive semidefinite estimate restores it, and the theorems then apply to the shifted matrices.

The conclusion is that S̄ is positive definite too. A weighted sum of symmetric matrices is symmetric, which is the first bullet of the proof. For the second, take x ≠ 0. Every ⟨x, S_ω x⟩ is positive, and at least one weight is positive, because otherwise the weights could not sum to one. The averaged squared length is therefore a sum of non-negative terms with at least one positive term.

## Completing the square

```lean
/-- Completing the square: for a positive definite metric, `⟨g, S⁻¹ g⟩` exceeds
`2⟨g, x⟩ - ⟨x, S x⟩` by the squared metric distance of the trial vector `x` from `S⁻¹ g`. -/
theorem complete_square {S : Matrix n n ℝ} (hS : S.PosDef) (g x : n → ℝ) :
    g ⬝ᵥ S⁻¹ *ᵥ g = 2 * (g ⬝ᵥ x) - x ⬝ᵥ S *ᵥ x
      + (x - S⁻¹ *ᵥ g) ⬝ᵥ S *ᵥ (x - S⁻¹ *ᵥ g) := by
  have hy : S *ᵥ (S⁻¹ *ᵥ g) = g := by
    rw [Matrix.mulVec_mulVec, Matrix.mul_nonsing_inv S hS.det_pos.ne'.isUnit,
      Matrix.one_mulVec]
  generalize S⁻¹ *ᵥ g = y at hy ⊢
  have hT : Sᵀ = S := by
    rw [← Matrix.conjTranspose_eq_transpose_of_trivial]
    exact hS.isHermitian.eq
  -- symmetry of the metric moves it onto the other vector
  have hsym : y ⬝ᵥ S *ᵥ x = g ⬝ᵥ x := by
    rw [Matrix.dotProduct_mulVec, ← Matrix.mulVec_transpose, hT, hy]
  rw [Matrix.mulVec_sub, hy, sub_dotProduct, dotProduct_sub, dotProduct_sub, hsym,
    dotProduct_comm x g, dotProduct_comm y g]
  ring
```

For any trial vector x, the theorem says

⟨g, S⁻¹g⟩ = 2⟨g, x⟩ − ⟨x, Sx⟩ + ⟨x − S⁻¹g, S(x − S⁻¹g)⟩.

To derive it, write y = S⁻¹g, so that Sy = g. Expanding the last term gives

⟨x − y, S(x − y)⟩ = ⟨x, Sx⟩ − ⟨x, Sy⟩ − ⟨y, Sx⟩ + ⟨y, Sy⟩.

Since Sy = g, the second term on the right is −⟨x, g⟩ and the last is ⟨y, g⟩. Since S is symmetric, ⟨y, Sx⟩ = ⟨Sy, x⟩ = ⟨g, x⟩. Hence

⟨x − y, S(x − y)⟩ = ⟨x, Sx⟩ − 2⟨g, x⟩ + ⟨g, y⟩,

and solving for ⟨g, y⟩ gives the claim.

The code takes the same route. `hy` is the equation Sy = g, and `generalize` then replaces the inverse expression by a plain letter y. `hsym` is the symmetry step, the `rw` line expands the square, and `ring` collects the terms.

## The exact bias

```lean
/-- Exact bias: for positive definite metrics on a finite probability space, the mean predicted
gain exceeds the gain of the mean metric by `τ` times the mean squared metric length of
`S̄⁻¹ g - S⁻¹ g`, where `S̄` is the mean metric. -/
theorem gain_bias {w : Ω → ℝ} {S : Ω → Matrix n n ℝ} (hw : ∀ ω, 0 ≤ w ω)
    (h1 : ∑ ω, w ω = 1) (hS : ∀ ω, (S ω).PosDef) (τ : ℝ) (g : n → ℝ) :
    ∑ ω, w ω * predictedGain τ (S ω) g - predictedGain τ (meanMetric w S) g =
      τ * ∑ ω, w ω * (((meanMetric w S)⁻¹ *ᵥ g - (S ω)⁻¹ *ᵥ g) ⬝ᵥ
        S ω *ᵥ ((meanMetric w S)⁻¹ *ᵥ g - (S ω)⁻¹ *ᵥ g)) := by
  have hx : meanMetric w S *ᵥ ((meanMetric w S)⁻¹ *ᵥ g) = g := by
    rw [Matrix.mulVec_mulVec, Matrix.mul_nonsing_inv _
      (meanMetric_posDef hw h1 hS).det_pos.ne'.isUnit, Matrix.one_mulVec]
  rw [predictedGain_eq τ (meanMetric w S) g]
  generalize (meanMetric w S)⁻¹ *ᵥ g = x at hx ⊢
  -- use the mean-metric direction as trial vector in every sample
  have hsum : ∑ ω, w ω * predictedGain τ (S ω) g =
      ∑ ω, ((τ * 2 * (g ⬝ᵥ x)) * w ω - τ * (w ω * (x ⬝ᵥ S ω *ᵥ x))
        + τ * (w ω * ((x - (S ω)⁻¹ *ᵥ g) ⬝ᵥ S ω *ᵥ (x - (S ω)⁻¹ *ᵥ g)))) := by
    refine Finset.sum_congr rfl fun ω _ => ?_
    rw [predictedGain_eq]
    linear_combination (w ω * τ) * complete_square (hS ω) g x
  rw [hsum, Finset.sum_add_distrib, Finset.sum_sub_distrib, ← Finset.mul_sum,
    ← Finset.mul_sum, ← Finset.mul_sum, h1, ← meanMetric_quadratic w S x, hx,
    dotProduct_comm x g]
  ring
```

Let x = S̄⁻¹g be the direction from the mean metric, and let d_ω = x − S_ω⁻¹g be its deviation from the direction in sample ω. The theorem reads

∑_ω w_ω G(S_ω) − G(S̄) = τ ∑_ω w_ω ⟨d_ω, S_ω d_ω⟩.

For the derivation, use the same x as trial vector in every sample. Completing the square gives

G(S_ω) = τ [2⟨g, x⟩ − ⟨x, S_ω x⟩ + ⟨d_ω, S_ω d_ω⟩].

Now average. The first term does not depend on ω and the weights sum to one, so it stays 2⟨g, x⟩. The second averages to ⟨x, S̄x⟩, which equals ⟨x, g⟩ because S̄x = g. Together they leave

τ [2⟨g, x⟩ − ⟨g, x⟩] = τ⟨g, x⟩ = G(S̄),

and the third term is the bias.

In the proof, `hx` is the equation S̄x = g. The intermediate result `hsum` applies `complete_square` to each sample, multiplied by w_ω τ. The closing `rw` splits the sum into its three parts and evaluates the first two.

The sampled step differs from the mean-metric step by p_ω − p̄ = τ d_ω. The bias is thus τ times the mean squared length of the difference between the steps per unit time, with each length measured in the metric of its own sample.

## The inequality

```lean
/-- For a fixed gradient, a nonnegative time step and a random positive definite metric on a
finite probability space, the mean predicted gain is at least the gain of the mean metric. -/
theorem gain_meanMetric_le {w : Ω → ℝ} {S : Ω → Matrix n n ℝ} (hw : ∀ ω, 0 ≤ w ω)
    (h1 : ∑ ω, w ω = 1) (hS : ∀ ω, (S ω).PosDef) {τ : ℝ} (hτ : 0 ≤ τ) (g : n → ℝ) :
    predictedGain τ (meanMetric w S) g ≤ ∑ ω, w ω * predictedGain τ (S ω) g := by
  rw [← sub_nonneg, gain_bias hw h1 hS]
  refine mul_nonneg hτ (Finset.sum_nonneg fun ω _ => mul_nonneg (hw ω) ?_)
  have h := (hS ω).posSemidef.dotProduct_mulVec_nonneg
    ((meanMetric w S)⁻¹ *ᵥ g - (S ω)⁻¹ *ᵥ g)
  rwa [star_trivial] at h
```

For τ ≥ 0,

G(S̄) ≤ ∑_ω w_ω G(S_ω).

By the bias formula, the difference between the right and left sides is τ times a weighted sum of squared lengths, and none of these factors is negative. The code follows this in order: `sub_nonneg` turns the inequality into a statement about the difference, `gain_bias` rewrites the difference, and the remaining lines establish the signs. With τ = 1 the result says that the mean of ⟨g, S⁻¹g⟩ is at least ⟨g, S̄⁻¹g⟩.

The excess is measured against the step made with the mean metric. If g is the exact gradient, −⟨g, p_ω⟩ is the true first-order gain along the noisy step p_ω, so the noisy steps go at least as far downhill on average to this order. Higher orders in the step, which decide whether a long step really lowers the energy, do not enter the model.

## When the bias vanishes

```lean
/-- For a positive time step and positive definite metrics on a finite probability space, the mean
predicted gain equals the gain of the mean metric exactly when every outcome of positive probability
gives the same reconfiguration step as the mean metric. -/
theorem gain_eq_iff {w : Ω → ℝ} {S : Ω → Matrix n n ℝ} (hw : ∀ ω, 0 ≤ w ω)
    (h1 : ∑ ω, w ω = 1) (hS : ∀ ω, (S ω).PosDef) {τ : ℝ} (hτ : 0 < τ) (g : n → ℝ) :
    ∑ ω, w ω * predictedGain τ (S ω) g = predictedGain τ (meanMetric w S) g ↔
      ∀ ω, 0 < w ω → srStep τ (S ω) g = srStep τ (meanMetric w S) g := by
  rw [← sub_eq_zero, gain_bias hw h1 hS, mul_eq_zero, or_iff_right hτ.ne',
    Finset.sum_eq_zero_iff_of_nonneg]
  · constructor
    · intro h ω hω
      have hq := (mul_eq_zero.mp (h ω (Finset.mem_univ ω))).resolve_left hω.ne'
      -- a vector of zero metric length vanishes
      have hd : (meanMetric w S)⁻¹ *ᵥ g - (S ω)⁻¹ *ᵥ g = 0 := by
        by_contra hne
        have hp := (hS ω).dotProduct_mulVec_pos hne
        rw [star_trivial] at hp
        exact hp.ne' hq
      rw [srStep, srStep, sub_eq_zero.mp hd]
    · intro h ω _
      rcases (hw ω).eq_or_lt with h0 | hω
      · rw [← h0, zero_mul]
      · have he : (S ω)⁻¹ *ᵥ g = (meanMetric w S)⁻¹ *ᵥ g :=
          smul_right_injective (n → ℝ) hτ.ne' (neg_injective (h ω hω))
        rw [he, sub_self, zero_dotProduct, mul_zero]
  · intro ω _
    have h := (hS ω).posSemidef.dotProduct_mulVec_nonneg
      ((meanMetric w S)⁻¹ *ᵥ g - (S ω)⁻¹ *ᵥ g)
    rw [star_trivial] at h
    exact mul_nonneg (hw ω) h

end

end ReconfigurationMetricNoise
```

For τ > 0, the two gains are equal exactly when every outcome of positive probability gives the same step as the mean metric. The metric itself may still fluctuate, provided that the fluctuations leave S_ω⁻¹g unchanged.

By the bias formula, equality means

∑_ω w_ω ⟨d_ω, S_ω d_ω⟩ = 0.

A sum of non-negative terms vanishes only if each term does. Where w_ω > 0, this gives ⟨d_ω, S_ω d_ω⟩ = 0, and positive definiteness forces d_ω = 0, so the steps agree. Conversely, if the steps agree, dividing by −τ gives d_ω = 0 for each outcome of positive probability, and outcomes of zero probability contribute nothing.

In Lean, `Finset.sum_eq_zero_iff_of_nonneg` passes from the sum to its terms. The two inner bullets that follow `constructor` are the two directions of the equivalence, and the last bullet supplies the non-negativity of the terms.

```lean
#print axioms ReconfigurationMetricNoise.gain_meanMetric_le
#print axioms ReconfigurationMetricNoise.gain_eq_iff
```

```
'ReconfigurationMetricNoise.gain_meanMetric_le' depends on axioms: [propext, Classical.choice, Quot.sound]
'ReconfigurationMetricNoise.gain_eq_iff' depends on axioms: [propext, Classical.choice, Quot.sound]
```

## Two parameters with an overlap of uncertain sign

Take two normalised parameter directions whose overlap is sampled as +1/2 or −1/2 with equal probability. The metrics, written row by row, are

S₊ = [1, 1/2; 1/2, 1] and S₋ = [1, −1/2; −1/2, 1].

Both have the eigenvalues 1/2 and 3/2, so they are positive definite, and their mean is the identity. Let g = (1, 0) and τ = 0.3. The mean metric gives

G(S̄) = 0.3 · 1 = 0.3.

The inverses give S₊⁻¹g = (4/3, −2/3) and S₋⁻¹g = (4/3, 2/3), so each sample predicts

G(S₊) = G(S₋) = 0.3 · 4/3 = 0.4.

The average gain is 0.4, and the bias is 0.1. The formula agrees: d₊ = (−1/3, 2/3), and

⟨d₊, S₊d₊⟩ = 1/9 + 4/9 − 2/9 = 1/3,

with the same value for S₋, so the bias is 0.3 · 1/3 = 0.1.

## A gradient estimated from the same samples

In the model above g is fixed, whereas a Monte Carlo run usually estimates the gradient from the same configurations as the metric. A different model would give each outcome its own gradient g_ω, with mean ḡ. Completing the square with the trial vector x = S̄⁻¹ḡ still works, because the average of 2⟨g_ω, x⟩ − ⟨x, S_ω x⟩ is ⟨ḡ, S̄⁻¹ḡ⟩. This short argument, which goes further than the Lean file, gives

∑_ω w_ω ⟨g_ω, S_ω⁻¹g_ω⟩ ≥ ⟨ḡ, S̄⁻¹ḡ⟩,

even when gradient and metric are correlated.

The meaning of the left side would change, however. The gain computed from g_ω would in general not be the true first-order gain along the sampled step, and the excess would mix noise in the gradient with noise in the metric. Keeping g fixed isolates the effect of the metric.
